# With G² = 1, r rotations exp(−itG/2) by a shared angle t give expectation values of trigonometric degree at most r

Rotate a qubit in the state (1, 0) by exp(−itX/2), where X is the Pauli matrix and t the angle. The output is

(cos(t/2), −i sin(t/2)),

and the expectation of the Pauli matrix Z is

cos²(t/2) − sin²(t/2) = cos t.

The amplitudes oscillate with frequencies ±1/2, while the expectation contains only differences of these frequencies, which are integers. A second X rotation by the same angle gives (cos t, −i sin t), whose amplitudes have frequencies ±1. These differ by 2, and the expectation of Z is now cos 2t.

## One unit of degree per gate

Take r gates exp(−itGⱼ/2), j = 0, …, r−1, whose generators satisfy Gⱼ² = 1. Place them between fixed matrices V₀, …, Vᵣ, which don't depend on t, and let φ(t) be the output for a fixed input ψ. For every Hermitian O there are real coefficients aₖ, bₖ with

φ(t)†Oφ(t) = Σₖ [aₖ cos(kt) + bₖ sin(kt)], k = 0, …, r.

The coefficients depend on the circuit, on ψ and on O, but not on t.

## Gradients and scans of a tied parameter

Variational codes often tie several rotations to one parameter. An example is the one-electron excitation exp[t(c₂†c₁ − c₁†c₂)], where c₁ and c₂ annihilate an electron in two different spin orbitals. Under the Jordan–Wigner mapping it is a product of two commuting Pauli rotations, one by t and one by −t. The sign can be absorbed into G, so r = 2 for an ideal circuit in which that excitation alone carries the parameter.

A code can use the degree bound to reconstruct the energy along such a parameter. Energies at the 2r+1 angles 2πm/(2r+1), m = 0, …, 2r, fix the whole curve and its derivative. The two-point rule

f′(t) = [f(t + π/2) − f(t − π/2)]/2

is correct for r = 1 but can fail when the whole shared angle is shifted in a circuit with r = 2. For the two X rotations above it returns zero at every t, while the derivative is −2 sin 2t.

The factor 1/2 in the exponent matters for the count. A code that defines its gates as exp(−itG) has to allow degree 2r in its own t.

## From half-integer to integer frequencies

**One gate.** Set P₊ = (1 + G)/2 and P₋ = (1 − G)/2. From G² = 1 it follows that GP₊ = P₊ and GP₋ = −P₋. Since P₊ + P₋ = 1, every power of G is

Gᵐ = P₊ + (−1)ᵐP₋.

Inserting this in the exponential series gives, for any complex c,

exp(cG) = eᶜP₊ + e⁻ᶜP₋.

With c = −it/2, the gate multiplies the P₊ part by exp(−it/2) and the P₋ part by exp(it/2).

**All gates.** The claim is that after r gates there are vectors v₀, …, vᵣ, independent of t, with

φ(t) = Σₖ exp(i(k − r/2)t) vₖ, k = 0, …, r.

For r = 0 this is the constant vector V₀ψ. The next gate has generator Gᵣ and is followed by Vᵣ₊₁. It shifts each frequency by −1/2 or +1/2:

(k − r/2) − 1/2 = k − (r+1)/2,

(k − r/2) + 1/2 = (k+1) − (r+1)/2.

The frequencies therefore have the claimed form for r+1 gates, and the new vectors are

vₖ′ = Vᵣ₊₁P₊vₖ + Vᵣ₊₁P₋vₖ₋₁, k = 0, …, r+1,

where P₊ and P₋ belong to Gᵣ, and v₋₁ and vᵣ₊₁ are read as zero.

**The expectation.** Write Mₖₗ = vₖ†Ovₗ. The shift r/2 cancels between the two factors:

φ†Oφ = Σₖ Σₗ exp(i(l − k)t) Mₖₗ.

Since O is Hermitian, the left side equals its own complex conjugate and is real. Taking the real part gives

φ†Oφ = Σₖ Σₗ [Re Mₖₗ cos((l−k)t) − Im Mₖₗ sin((l−k)t)].

Both k and l lie between 0 and r, so |l − k| ≤ r. For negative l − k, the cosine is unchanged and the sine changes sign. Collecting equal frequencies gives the stated polynomial.

**A circuit that reaches frequency r.** For r equal X rotations of (1, 0), with every Vⱼ = 1, the output is (cos(rt/2), −i sin(rt/2)). The expectation of Z is then cos(rt), so the degree bound can't be lowered in general.

## The circuit as Lean matrices

```lean
import Mathlib

open Finset Matrix

namespace SharedAngleCircuit

noncomputable section

variable {n : Type*} [Fintype n] [DecidableEq n]

/-- The gate `exp(-itG/2)` with generator `G` and angle `t`. -/
def gate (G : Matrix n n ℂ) (t : ℝ) : Matrix n n ℂ :=
  NormedSpace.exp ((-(Complex.I * t / 2)) • G)

/-- The output vector after `r` gates of common angle `t`, interleaved with the fixed
matrices `V 0, …, V r`. -/
def output (G V : ℕ → Matrix n n ℂ) (ψ : n → ℂ) (t : ℝ) : ℕ → n → ℂ
  | 0 => V 0 *ᵥ ψ
  | r + 1 => V (r + 1) *ᵥ (gate (G r) t *ᵥ output G V ψ t r)

/-- The expectation `⟨φ|O|φ⟩`, as a complex number. -/
def expectation (O : Matrix n n ℂ) (φ : n → ℂ) : ℂ := star φ ⬝ᵥ (O *ᵥ φ)

/-- `f` is a real trigonometric polynomial of degree at most `r`. -/
def IsTrigPoly (r : ℕ) (f : ℝ → ℝ) : Prop :=
  ∃ a b : ℕ → ℝ, ∀ t, f t =
    ∑ k ∈ range (r + 1), (a k * Real.cos (k * t) + b k * Real.sin (k * t))

/-- If `G` squares to one, `exp(cG)` is the sum of `exp(c)` and `exp(-c)` times the
matrices `(1 + G)/2` and `(1 - G)/2`. -/
theorem exp_involution {G : Matrix n n ℂ} (hG : G * G = 1) (c : ℂ) :
    NormedSpace.exp (c • G) = Complex.exp c • ((1 / 2 : ℂ) • (1 + G))
      + Complex.exp (-c) • ((1 / 2 : ℂ) • (1 - G)) := by
  have hpow : ∀ k : ℕ, G ^ k = (1 / 2 : ℂ) • (1 + G)
      + ((-1 : ℂ) ^ k) • ((1 / 2 : ℂ) • (1 - G)) := by
    intro k
    induction k with
    | zero => rw [pow_zero, pow_zero]; module
    | succ k ih =>
      rw [pow_succ, ih, pow_succ]
      simp only [add_mul, sub_mul, smul_mul_assoc, one_mul, hG]
      module
  have h (x : ℂ) : HasSum (fun k : ℕ => x ^ k / (k.factorial : ℂ)) (Complex.exp x) := by
    rw [Complex.exp_eq_exp_ℂ]
    exact NormedSpace.expSeries_div_hasSum_exp x
  -- sum the exponential series separately on the two eigenspaces
  have hs := ((h c).smul_const ((1 / 2 : ℂ) • (1 + G))).add
    ((h (-c)).smul_const ((1 / 2 : ℂ) • (1 - G)))
  rw [NormedSpace.exp_eq_tsum ℂ]
  refine Eq.trans (tsum_congr fun k => ?_) hs.tsum_eq
  simp only [smul_pow, hpow, neg_pow c]
  module

/-- If the generators square to one, the output of `r` gates contains only the `r + 1`
frequencies `k - r/2` with `k = 0, …, r`. -/
theorem output_fourier (G V : ℕ → Matrix n n ℂ) (ψ : n → ℂ) (r : ℕ)
    (hG : ∀ j < r, G j * G j = 1) :
    ∃ v : ℕ → n → ℂ, ∀ t : ℝ, output G V ψ t r =
      ∑ k ∈ range (r + 1), Complex.exp (((k : ℂ) - r / 2) * (Complex.I * t)) • v k := by
  induction r with
  | zero => exact ⟨fun _ => V 0 *ᵥ ψ, fun t => by simp [output]⟩
  | succ r ih =>
    obtain ⟨v, hv⟩ := ih fun j hj => hG j (by omega)
    have comb (A : Matrix n n ℂ) (e : ℕ → ℂ) :
        A *ᵥ (∑ k ∈ range (r + 1), e k • v k) = ∑ k ∈ range (r + 1), e k • (A *ᵥ v k) := by
      have := map_sum A.mulVecLin (fun k => e k • v k) (range (r + 1))
      simpa only [mulVecLin_apply, mulVec_smul] using this
    have key (a b : ℂ) (W P Q : Matrix n n ℂ) (S : n → ℂ) :
        W *ᵥ ((a • P + b • Q) *ᵥ S) = a • ((W * P) *ᵥ S) + b • ((W * Q) *ᵥ S) := by
      simp only [add_mulVec, smul_mulVec, mulVec_add, mulVec_smul, mulVec_mulVec]
    -- each gate shifts every frequency by minus or plus one half
    refine ⟨fun k => (if k < r + 1 then
        (V (r + 1) * ((1 / 2 : ℂ) • (1 + G r))) *ᵥ v k else 0) + (if k = 0 then 0 else
        (V (r + 1) * ((1 / 2 : ℂ) • (1 - G r))) *ᵥ v (k - 1)), fun t => ?_⟩
    rw [output, gate, exp_involution (hG r (by omega)), hv t, key, comb, comb]
    simp only [smul_add, sum_add_distrib]
    congr 1
    · rw [sum_range_succ _ (r + 1), if_neg (lt_irrefl _), smul_zero, add_zero, smul_sum]
      refine sum_congr rfl fun k hk => ?_
      rw [if_pos (mem_range.1 hk), smul_smul, ← Complex.exp_add]
      congr 2
      push_cast
      ring
    · rw [sum_range_succ' _ (r + 1), if_pos rfl, smul_zero, add_zero, smul_sum]
      refine sum_congr rfl fun k _ => ?_
      rw [if_neg (Nat.succ_ne_zero k), Nat.add_sub_cancel, smul_smul, ← Complex.exp_add]
      congr 2
      push_cast
      ring

/-- A finite sum of trigonometric polynomials of degree at most `r` is again one. -/
theorem IsTrigPoly.sum {r : ℕ} (F : ℕ → ℝ → ℝ) (s : Finset ℕ)
    (h : ∀ i ∈ s, IsTrigPoly r (F i)) : IsTrigPoly r (fun t => ∑ i ∈ s, F i t) := by
  unfold IsTrigPoly at h
  choose! a b h using h
  refine ⟨fun k => ∑ i ∈ s, a i k, fun k => ∑ i ∈ s, b i k, fun t => ?_⟩
  simp only [sum_mul, ← sum_add_distrib]
  rw [sum_comm]
  exact sum_congr rfl fun i hi => h i hi t

/-- An oscillation whose frequency is the difference of two integers between `0` and `r` is a
trigonometric polynomial of degree at most `r`. -/
theorem isTrigPoly_mode {r k l : ℕ} (hk : k ≤ r) (hl : l ≤ r) (x y : ℝ) :
    IsTrigPoly r (fun t => x * Real.cos (((l : ℝ) - k) * t)
      - y * Real.sin (((l : ℝ) - k) * t)) := by
  have mode (m : ℕ) (hm : m ≤ r) (y' : ℝ) :
      IsTrigPoly r (fun t => x * Real.cos (m * t) + y' * Real.sin (m * t)) := by
    refine ⟨fun j => if j = m then x else 0, fun j => if j = m then y' else 0, fun t => ?_⟩
    rw [sum_eq_single m]
    · simp
    · intro j _ hj
      simp [hj]
    · intro h
      exact absurd (mem_range.2 (by omega)) h
  rcases le_total k l with h | h
  · convert mode (l - k) (by omega) (-y) using 2 with t
    rw [Nat.cast_sub h]
    ring
  · convert mode (k - l) (by omega) y using 2 with t
    rw [Nat.cast_sub h, show ((l : ℝ) - k) * t = -(((k : ℝ) - l) * t) by ring,
      Real.cos_neg, Real.sin_neg]
    ring

/-- If the generators of `r` gates with common angle `t` square to one and `O` is Hermitian,
the expectation of `O` in the output is a real trigonometric polynomial in `t` of degree at
most `r`. -/
theorem expectation_isTrigPoly (G V : ℕ → Matrix n n ℂ) (ψ : n → ℂ) (r : ℕ)
    (hG : ∀ j < r, G j * G j = 1) {O : Matrix n n ℂ} (hO : O.IsHermitian) :
    ∃ f : ℝ → ℝ, IsTrigPoly r f ∧ ∀ t, expectation O (output G V ψ t r) = (f t : ℂ) := by
  obtain ⟨v, hv⟩ := output_fourier G V ψ r hG
  have hreal (φ : n → ℂ) : expectation O φ = ((expectation O φ).re : ℂ) := by
    have h : star φ ⬝ᵥ (O *ᵥ φ) = star (star φ ⬝ᵥ (O *ᵥ φ)) := by
      conv_lhs => rw [Matrix.star_dotProduct, star_mulVec, hO.eq, ← dotProduct_mulVec]
    exact (Complex.conj_eq_iff_re.1 h.symm).symm
  have hexp (c : ℕ → ℂ) : expectation O (∑ k ∈ range (r + 1), c k • v k) =
      ∑ k ∈ range (r + 1), ∑ l ∈ range (r + 1),
        star (c k) * c l * (star (v k) ⬝ᵥ (O *ᵥ v l)) := by
    have hm := map_sum O.mulVecLin (fun k => c k • v k) (range (r + 1))
    simp only [mulVecLin_apply, mulVec_smul] at hm
    rw [expectation, hm, star_sum, sum_dotProduct]
    refine sum_congr rfl fun k _ => ?_
    rw [dotProduct_sum]
    refine sum_congr rfl fun l _ => ?_
    rw [star_smul, smul_dotProduct, dotProduct_smul, smul_eq_mul, smul_eq_mul, mul_assoc]
  refine ⟨fun t => (expectation O (output G V ψ t r)).re, ?_, fun t => hreal _⟩
  -- only differences of the output frequencies survive in the expectation
  have key : (fun t : ℝ => (expectation O (output G V ψ t r)).re) = fun t =>
      ∑ k ∈ range (r + 1), ∑ l ∈ range (r + 1),
        ((star (v k) ⬝ᵥ (O *ᵥ v l)).re * Real.cos (((l : ℝ) - k) * t)
          - (star (v k) ⬝ᵥ (O *ᵥ v l)).im * Real.sin (((l : ℝ) - k) * t)) := by
    funext t
    rw [hv t, hexp, Complex.re_sum]
    refine sum_congr rfl fun k _ => ?_
    rw [Complex.re_sum]
    refine sum_congr rfl fun l _ => ?_
    have h : star (Complex.exp (((k : ℂ) - r / 2) * (Complex.I * t)))
        * Complex.exp (((l : ℂ) - r / 2) * (Complex.I * t))
        = Complex.exp (((((l : ℝ) - k) * t : ℝ) : ℂ) * Complex.I) := by
      rw [Complex.star_def, ← Complex.exp_conj, ← Complex.exp_add]
      congr 1
      simp only [map_mul, map_sub, map_div₀, Complex.conj_I, Complex.conj_ofReal,
        map_natCast, map_ofNat]
      push_cast
      ring
    rw [h, Complex.mul_re, Complex.exp_ofReal_mul_I_re, Complex.exp_ofReal_mul_I_im]
    ring
  rw [key]
  exact IsTrigPoly.sum _ _ fun k hk => IsTrigPoly.sum _ _ fun l hl =>
    isTrigPoly_mode (by have := mem_range.1 hk; omega) (by have := mem_range.1 hl; omega) _ _

/-- The Pauli matrix `X`. -/
def pauliX : Matrix (Fin 2) (Fin 2) ℂ := !![0, 1; 1, 0]

/-- The Pauli matrix `Z`. -/
def pauliZ : Matrix (Fin 2) (Fin 2) ℂ := !![1, 0; 0, -1]

/-- The Pauli matrix `X` squares to one, and `Z` is Hermitian. -/
theorem pauli_witness : pauliX * pauliX = 1 ∧ pauliZ.IsHermitian := by
  constructor
  · ext i j
    fin_cases i <;> fin_cases j <;> simp [pauliX, Matrix.mul_apply, Fin.sum_univ_succ]
  · ext i j
    fin_cases i <;> fin_cases j <;> simp [pauliZ]

/-- After `r` equal `X` rotations by `t` of a qubit that starts in `(1, 0)`, the expectation of
`Z` is `cos(rt)`. -/
theorem expectation_rotations (r : ℕ) (t : ℝ) :
    expectation pauliZ (output (fun _ => pauliX) (fun _ => 1) ![1, 0] t r)
      = (Real.cos (r * t) : ℂ) := by
  obtain ⟨w, hw⟩ : ∃ w, w = Complex.exp (-(Complex.I * t / 2)) := ⟨_, rfl⟩
  obtain ⟨z, hz⟩ : ∃ z, z = Complex.exp (Complex.I * t / 2) := ⟨_, rfl⟩
  have hg : gate pauliX t = !![(w + z) / 2, (w - z) / 2; (w - z) / 2, (w + z) / 2] := by
    rw [gate, exp_involution pauli_witness.1, neg_neg, ← hw, ← hz]
    ext i j
    fin_cases i <;> fin_cases j <;> simp [pauliX] <;> ring
  have hout : output (fun _ => pauliX) (fun _ => 1) ![1, 0] t r
      = ![(w ^ r + z ^ r) / 2, (w ^ r - z ^ r) / 2] := by
    induction r with
    | zero =>
      ext i
      fin_cases i <;> simp [output]
    | succ r ih =>
      simp only [output, ih, hg, one_mulVec]
      ext i
      fin_cases i <;> simp [Matrix.mulVec, dotProduct, Fin.sum_univ_two, pow_succ] <;> ring
  -- the two phases are complex conjugates of each other
  have c2 : starRingEnd ℂ 2 = 2 := map_ofNat (starRingEnd ℂ) 2
  have cw : starRingEnd ℂ w = z := by
    rw [hw, hz, ← Complex.exp_conj]
    congr 1
    simp only [map_neg, map_mul, map_div₀, Complex.conj_I, Complex.conj_ofReal, map_ofNat]
    ring
  have cz : starRingEnd ℂ z = w := by rw [← cw, Complex.conj_conj]
  have hE : expectation pauliZ ![(w ^ r + z ^ r) / 2, (w ^ r - z ^ r) / 2]
      = ((z ^ r) ^ 2 + (w ^ r) ^ 2) / 2 := by
    simp [expectation, pauliZ, Matrix.mulVec, dotProduct, Fin.sum_univ_two, cw, cz, c2]
    ring
  have e1 : Complex.exp ((r : ℂ) * t * Complex.I) = (z ^ r) ^ 2 := by
    rw [hz, ← pow_mul, ← Complex.exp_nat_mul]
    congr 1
    push_cast
    ring
  have e2 : Complex.exp (-((r : ℂ) * t) * Complex.I) = (w ^ r) ^ 2 := by
    rw [hw, ← pow_mul, ← Complex.exp_nat_mul]
    congr 1
    push_cast
    ring
  rw [hout, hE]
  push_cast
  rw [Complex.cos, e1, e2]

end

end SharedAngleCircuit
```

```lean
#print axioms SharedAngleCircuit.expectation_isTrigPoly
#print axioms SharedAngleCircuit.expectation_rotations
```

```
'SharedAngleCircuit.expectation_isTrigPoly' depends on axioms: [propext, Classical.choice, Quot.sound]
'SharedAngleCircuit.expectation_rotations' depends on axioms: [propext, Classical.choice, Quot.sound]
```

## What the definitions fix

The finite type `n` labels the basis states; for q qubits it has 2^q elements. `gate` is the matrix exponential itself, and `output` applies `V 0` first, then `gate (G 0) t`, then `V 1`, and so on. The sequences `G` and `V` are infinite for convenience, but `output G V ψ t r` uses only `G 0` to `G (r-1)` and `V 0` to `V r`. The hypothesis `hG` accordingly asks for `G j * G j = 1` only when `j < r`.

`IsTrigPoly r f` states the finite sum with real coefficients chosen before `t`. Its coefficient `b 0` has no effect, because it multiplies sin 0. In `expectation_isTrigPoly`, the complex number `expectation O (output G V ψ t r)` equals the real number `f t`, so the vanishing of the imaginary part is part of the conclusion.

`expectation` is φ†Oφ without division by φ†φ. If the generators are Hermitian, the Vⱼ unitary and ψ normalised, then φ is normalised and this is the quantum-mechanical expectation. The theorem needs none of these three conditions. If only the normalisation of ψ is missing and ψ ≠ 0, divide by the constant φ†φ, which doesn't depend on t and equals ψ†ψ. With non-unitary Vⱼ or non-Hermitian Gⱼ, φ†φ may depend on t, and the normalised value is a quotient of two such polynomials wherever φ ≠ 0.

The condition G² = 1 stands for a gate with only the two phases exp(∓it/2), as for a Pauli string. Take instead one gate with G = 3X, which is Hermitian and satisfies G² = 9. Starting from (1, 0), the expectation of Z is cos 3t, which doesn't fit degree 1. It is therefore not enough that G is Hermitian with a square that is a positive multiple of the identity.

The step left to the user is to identify the number that a program or device returns with this ideal φ†Oφ; rounding, gate errors and shot noise enter there. The remarks on sampling, the two-point rule and the impossibility of a lower degree rest on ordinary Fourier analysis, not on the Lean proof.

## From the exponential series to the cosine sum

`exp_involution` is the one-gate formula. Its inner statement `hpow` finds the powers of G by induction, and `hs` adds the two scalar exponential series, each multiplied by its matrix.

`output_fourier` is the induction over gates. The vectors supplied to `refine` are the vₖ′ above, with the `if` conditions handling the two ends of the range. The two final bullets treat the shifts by −1/2 and +1/2 separately.

`isTrigPoly_mode` handles one pair (k, l), splitting on the sign of l − k, and `IsTrigPoly.sum` adds the coefficients of finitely many polynomials. In `expectation_isTrigPoly`, `hreal` uses the Hermiticity of O, `hexp` expands the double sum, and `key` rewrites its real part in cosines and sines. The two lemmas then finish the proof.

`pauli_witness` checks that X squares to one and that Z is Hermitian. `expectation_rotations` proves the cos(rt) formula for every r. It names the phases `w` = exp(−it/2) and `z` = exp(it/2), finds the output ((wʳ + zʳ)/2, (wʳ − zʳ)/2) by induction, and uses that w and z are complex conjugates.
